# A two-pole self-energy whose quasiparticle root at the bare energy has the smallest weight

Energies x are real and measured from the bare level, the self-energy is Σ(x) = g x/(x² − a) with real parameters g and a, a root is a solution of x = Σ(x) away from the poles x² = a, and its weight is Z(x) = 1/(1 − Σ′(x)). With these conventions the choice g = 9/10, a = 1/10 has exactly the roots −1, 0, 1, with weights 9/20, 1/10, 9/20.

```lean
import Mathlib

open Set

namespace NearestRootNeedNotDominate

noncomputable section

/-- Self-energy `Σ(x) = g x / (x² - a)`, with poles where `x² = a`. -/
def selfEnergy (g a x : ℝ) : ℝ := g * x / (x ^ 2 - a)

/-- Solutions, off the poles, of the quasiparticle equation `x = Σ(x)` at bare energy zero. -/
def qpRoots (g a : ℝ) : Set ℝ := {x | x ^ 2 ≠ a ∧ x = selfEnergy g a x}

/-- Renormalisation weight `Z(x) = 1 / (1 - Σ'(x))`. -/
def weight (g a x : ℝ) : ℝ := 1 / (1 - deriv (selfEnergy g a) x)

/-- Pole expansion: for `a = d²` and `x ≠ ±d` the self-energy is a sum of two pole terms at `±d`,
each with residue `g/2`. -/
theorem selfEnergy_lehmann (g d x : ℝ) (h1 : x - d ≠ 0) (h2 : x + d ≠ 0) :
    selfEnergy g (d ^ 2) x = (g / 2) / (x - d) + (g / 2) / (x + d) := by
  have hfac : x ^ 2 - d ^ 2 = (x - d) * (x + d) := by ring
  unfold selfEnergy
  rw [hfac, div_add_div _ _ h1 h2]
  congr 1
  ring

/-- Off the poles, `Σ'(x) = -g (x² + a) / (x² - a)²`. -/
theorem hasDerivAt_selfEnergy (g a x : ℝ) (hx : x ^ 2 ≠ a) :
    HasDerivAt (selfEnergy g a) (-(g * (x ^ 2 + a)) / (x ^ 2 - a) ^ 2) x := by
  have hne : x ^ 2 - a ≠ 0 := sub_ne_zero.mpr hx
  have h1 : HasDerivAt (fun y : ℝ => g * y) g x := by
    simpa using (hasDerivAt_id x).const_mul g
  have h2 : HasDerivAt (fun y : ℝ => y ^ 2 - a) (2 * x) x := by
    simpa using (hasDerivAt_pow 2 x).sub_const a
  -- quotient rule
  have h3 := h1.fun_div h2 hne
  have h4 : (g * (x ^ 2 - a) - g * x * (2 * x)) / (x ^ 2 - a) ^ 2
      = -(g * (x ^ 2 + a)) / (x ^ 2 - a) ^ 2 := by
    congr 1
    ring
  exact h3.congr_deriv h4

/-- For nonzero `g` and `a`, the quasiparticle equation is solved off the poles exactly by
`x = 0` and by the `x` with `x² = a + g`. -/
theorem mem_qpRoots_iff (g a x : ℝ) (hg : g ≠ 0) (ha : a ≠ 0) :
    x ∈ qpRoots g a ↔ x = 0 ∨ x ^ 2 = a + g := by
  constructor
  · rintro ⟨hx, h⟩
    have hne : x ^ 2 - a ≠ 0 := sub_ne_zero.mpr hx
    unfold selfEnergy at h
    rw [eq_div_iff hne] at h
    -- the cleared equation factorises
    have hf : x * (x ^ 2 - (a + g)) = 0 := by linear_combination h
    rcases mul_eq_zero.mp hf with h0 | h0
    · exact Or.inl h0
    · exact Or.inr (sub_eq_zero.mp h0)
  · rintro (h | h)
    · subst h
      refine ⟨?_, by simp [selfEnergy]⟩
      intro h0
      apply ha
      rw [← h0]
      norm_num
    · have hx : x ^ 2 ≠ a := by
        intro h0
        apply hg
        linarith
      refine ⟨hx, ?_⟩
      unfold selfEnergy
      rw [eq_div_iff (sub_ne_zero.mpr hx)]
      linear_combination x * h

/-- For positive `g` and `a`, the weight at the bare energy zero is `a / (a + g)`. -/
theorem weight_zero (g a : ℝ) (hg : 0 < g) (ha : 0 < a) :
    weight g a 0 = a / (a + g) := by
  have ha' : a ≠ 0 := ha.ne'
  have hag : a + g ≠ 0 := (add_pos ha hg).ne'
  have hx : (0 : ℝ) ^ 2 ≠ a := by
    intro h0
    apply ha'
    rw [← h0]
    norm_num
  have e1 : (0 : ℝ) ^ 2 + a = a := by ring
  have e2 : ((0 : ℝ) ^ 2 - a) ^ 2 = a ^ 2 := by ring
  have e3 : -(g * a) / a ^ 2 = -(g / a) := by field_simp
  have e4 : (a + g) / a = 1 + g / a := by rw [add_div, div_self ha']
  -- `1 - Σ'(0) = (a + g) / a`
  have h : 1 - -(g * ((0 : ℝ) ^ 2 + a)) / ((0 : ℝ) ^ 2 - a) ^ 2 = (a + g) / a := by
    rw [e1, e2, e3, e4]
    ring
  unfold weight
  rw [(hasDerivAt_selfEnergy g a 0 hx).deriv, h, one_div_div]

/-- For positive `g` and `a`, the weight at a point with `x² = a + g` is `g / (2 (a + g))`. -/
theorem weight_outer (g a x : ℝ) (hg : 0 < g) (ha : 0 < a) (hx : x ^ 2 = a + g) :
    weight g a x = g / (2 * (a + g)) := by
  have hg' : g ≠ 0 := hg.ne'
  have hag : a + g ≠ 0 := (add_pos ha hg).ne'
  have hp : x ^ 2 ≠ a := by
    intro h0
    linarith
  have e1 : x ^ 2 + a = 2 * a + g := by linarith
  have e2 : x ^ 2 - a = g := by linarith
  have e3 : -(g * (2 * a + g)) / g ^ 2 = -((2 * a + g) / g) := by field_simp
  have e4 : 2 * (a + g) / g = 1 + (2 * a + g) / g := by
    rw [eq_comm, one_add_div hg']
    congr 1
    ring
  -- `1 - Σ'(x) = 2 (a + g) / g`
  have h : 1 - -(g * (x ^ 2 + a)) / (x ^ 2 - a) ^ 2 = 2 * (a + g) / g := by
    rw [e1, e2, e3, e4]
    ring
  unfold weight
  rw [(hasDerivAt_selfEnergy g a x hp).deriv, h, one_div_div]

/-- For positive `g` and `a`, the weight at the bare energy zero is smaller than the weight at
any nonzero root of the quasiparticle equation exactly when `2 a < g`. -/
theorem bare_root_weaker_iff (g a x : ℝ) (hg : 0 < g) (ha : 0 < a)
    (hx : x ∈ qpRoots g a) (hx0 : x ≠ 0) :
    weight g a 0 < weight g a x ↔ 2 * a < g := by
  have hag : 0 < a + g := add_pos ha hg
  have hsq : x ^ 2 = a + g := ((mem_qpRoots_iff g a x hg.ne' ha.ne').mp hx).resolve_left hx0
  have e : a / (a + g) = 2 * a / (2 * (a + g)) :=
    (mul_div_mul_left a (a + g) two_ne_zero).symm
  have h2 : 0 < 2 * (a + g) := by linarith
  rw [weight_zero g a hg ha, weight_outer g a x hg ha hsq, e]
  exact div_lt_div_iff_of_pos_right h2

/-- For `Σ(x) = (9/10) x / (x² - 1/10)` the roots of `x = Σ(x)` off the poles are `-1, 0, 1`
with weights `9/20, 1/10, 9/20`, and the root `0` has a smaller weight than every other root. -/
theorem nearest_root_is_weakest :
    qpRoots (9 / 10) (1 / 10) = {-1, 0, 1} ∧
    weight (9 / 10) (1 / 10) (-1) = 9 / 20 ∧
    weight (9 / 10) (1 / 10) 0 = 1 / 10 ∧
    weight (9 / 10) (1 / 10) 1 = 9 / 20 ∧
    ∀ x ∈ qpRoots (9 / 10) (1 / 10), x ≠ 0 →
      weight (9 / 10) (1 / 10) 0 < weight (9 / 10) (1 / 10) x := by
  have hg : (0 : ℝ) < 9 / 10 := by norm_num
  have ha : (0 : ℝ) < 1 / 10 := by norm_num
  refine ⟨?_, ?_, ?_, ?_, ?_⟩
  · ext x
    rw [mem_qpRoots_iff _ _ x hg.ne' ha.ne']
    simp only [mem_insert_iff, mem_singleton_iff]
    constructor
    · rintro (h | h)
      · exact Or.inr (Or.inl h)
      · -- the outer roots satisfy `x² = 1`
        have hf : (x + 1) * (x - 1) = 0 := by linear_combination h
        rcases mul_eq_zero.mp hf with h0 | h0
        · exact Or.inl (by linarith)
        · exact Or.inr (Or.inr (by linarith))
    · rintro (h | h | h)
      · right
        rw [h]
        norm_num
      · exact Or.inl h
      · right
        rw [h]
        norm_num
  · rw [weight_outer _ _ _ hg ha (by norm_num)]
    norm_num
  · rw [weight_zero _ _ hg ha]
    norm_num
  · rw [weight_outer _ _ _ hg ha (by norm_num)]
    norm_num
  · intro x hx hx0
    exact (bare_root_weaker_iff _ _ x hg ha hx hx0).mpr (by norm_num)

end

end NearestRootNeedNotDominate
```
```lean
#print axioms NearestRootNeedNotDominate.selfEnergy_lehmann
#print axioms NearestRootNeedNotDominate.bare_root_weaker_iff
#print axioms NearestRootNeedNotDominate.nearest_root_is_weakest
```

```
'NearestRootNeedNotDominate.selfEnergy_lehmann' depends on axioms: [propext, Classical.choice, Quot.sound]
'NearestRootNeedNotDominate.bare_root_weaker_iff' depends on axioms: [propext, Classical.choice, Quot.sound]
'NearestRootNeedNotDominate.nearest_root_is_weakest' depends on axioms: [propext, Classical.choice, Quot.sound]
```

The three definitions describe a single level with bare energy ε and the Green's function

G(x) = 1/(x − ε − Σ(x)),

with the zero of energy chosen so that ε = 0. The poles of G lie where the denominator vanishes, which is the quasiparticle equation x = Σ(x). Near a simple root x₀ the denominator is (1 − Σ′(x₀))(x − x₀) to first order, so G(x) ≈ Z(x₀)/(x − x₀), and Z(x₀) is the spectral weight of that pole. The file takes the formula for Z as a definition: `weight g a x` is `1 / (1 - deriv (selfEnergy g a) x)`, where `deriv` is the ordinary derivative of a real function. G itself is not defined there, and its residues are not the subject of any theorem. The set `qpRoots g a` collects the real x that satisfy both `x ^ 2 ≠ a` and `x = selfEnergy g a x`. Lean assigns the value 0 to a division by zero and to `deriv` at a point of non-differentiability, but neither convention affects the results, since roots are off the poles by definition and weights are evaluated only at points where 1 − Σ′ is positive.

The parameters acquire their meaning from the pole expansion. Writing a = d² and combining two simple poles at ±d over a common denominator gives

(g/2)/(x − d) + (g/2)/(x + d) = (g/2)[(x + d) + (x − d)]/[(x − d)(x + d)] = g x/(x² − d²).

This is `selfEnergy_lehmann`, stated for all real g, d and x with x − d ≠ 0 and x + d ≠ 0. Its proof factors x² − d² in `hfac`, adds the two fractions with `div_add_div` and compares numerators by `ring`. The later theorems work with a directly and do not call on it. The theorem identifies Σ as a Lehmann sum with two terms: the level couples to one configuration at energy +d and one at −d, each with squared coupling g/2. The condition g > 0 says that these residues are positive, as squared couplings must be, and a > 0 says that the poles are real and separated from the bare energy. The form of Σ is postulated and is not derived from a Hamiltonian or from a diagrammatic approximation.

The derivative follows from the quotient rule with numerator g x and denominator x² − a:

Σ′(x) = [g(x² − a) − g x · 2x]/(x² − a)² = −g(x² + a)/(x² − a)².

For positive g and a this is negative at every point off the poles, so that 1 − Σ′ > 1 there. The theorem `hasDerivAt_selfEnergy` states the formula under the single hypothesis `x ^ 2 ≠ a`, in the form `HasDerivAt`, which says that Σ is differentiable at x with the given slope. In the proof `h1` and `h2` are the derivatives g and 2x of numerator and denominator, `h1.fun_div h2 hne` is the quotient rule, and `h4` is the simplification of the numerator shown above.

To find the roots, multiply x = Σ(x) by the nonzero factor x² − a:

x(x² − a) = g x,

x(x² − a − g) = 0.

Hence x = 0 or x² = a + g. Conversely, each of these has to be off the poles and has to satisfy the equation. The point x = 0 is off the poles when a ≠ 0, and Σ(0) = 0. A point with x² = a + g is off the poles when g ≠ 0, and there Σ(x) = g x/g = x. These two conditions are the hypotheses of `mem_qpRoots_iff`, which does not require positivity; if a + g is negative, the second alternative has no real solution and 0 is the only root. In the forward direction `eq_div_iff hne` clears the denominator, `linear_combination h` rearranges the result into the product `hf`, and `mul_eq_zero` splits the cases. In the backward direction the outer case is closed by `linear_combination x * h`, that is, by multiplying x² = a + g through by x.

From here on g and a are positive, so there are three roots, 0 and ±√(a + g), and the outer two lie beyond the poles ±√a. At the central root,

Σ′(0) = −g a/a² = −g/a,

1 − Σ′(0) = (a + g)/a,

Z(0) = a/(a + g).

At an outer root x² + a = 2a + g and x² − a = g, so

Σ′(x) = −g(2a + g)/g² = −(2a + g)/g,

1 − Σ′(x) = (g + 2a + g)/g = 2(a + g)/g,

Z(x) = g/(2(a + g)).

These are `weight_zero` and `weight_outer`. The second is stated for any real x with `x ^ 2 = a + g`, so it covers both signs without a square root. The two proofs have the same shape: first the point is shown to be off the poles, then `e1` and `e2` evaluate the numerator and denominator factors of Σ′, `e3` cancels the common factor, and `h` is the value of 1 − Σ′. The last line replaces `deriv` by the explicit slope through `.deriv` and inverts the fraction with `one_div_div`.

The comparison needs only a common denominator. Since a/(a + g) = 2a/(2(a + g)) and 2(a + g) > 0,

Z(0) < Z(x) ⇔ 2a/(2(a + g)) < g/(2(a + g)) ⇔ 2a < g.

The theorem `bare_root_weaker_iff` states this for positive g and a and for any x in `qpRoots g a` with x ≠ 0. Its proof obtains x² = a + g as `hsq` by discarding the alternative x = 0 in `mem_qpRoots_iff`, rewrites both weights, brings Z(0) to the common denominator with `e`, and compares numerators by `div_lt_div_iff_of_pos_right`. In terms of the pole expansion the condition reads d² < g/2: the distance from the bare level to each pole is smaller than the magnitude of the coupling to it. The root at zero is fixed by the symmetry Σ(−x) = −Σ(x) and does not move as g grows, while the slope Σ′(0) = −g/a at the midpoint between the two poles steepens and Z(0) falls. The formulas also give Z(0) + 2 · g/(2(a + g)) = 1, the sum rule expected of G, and three equal weights 1/3 at 2a = g; both are read off the formulas here and are not theorems of the file.

For g = 9/10 and a = 1/10 the poles are at ±1/√10 ≈ ±0.316 and a + g = 1, so the outer roots solve x² = 1. The slopes are Σ′(0) = −9 and Σ′(±1) = −(11/10)/(9/10) = −11/9, which gives

Z(0) = 1/(1 + 9) = 1/10,

Z(±1) = 1/(1 + 11/9) = 9/20,

and 2a = 1/5 is below g = 9/10. The theorem `nearest_root_is_weakest` is a conjunction of five statements: the set of roots equals `{-1, 0, 1}`, so none is missing and none is spurious; the weights at −1, 0 and 1 are 9/20, 1/10 and 9/20; and every root other than 0 has a strictly larger weight than 0. No distance appears in the statement. The word "nearest" in the name refers to the fact that the root 0 coincides with the bare energy, while the other two lie at distance 1 from it. The set equality is proved elementwise: after `mem_qpRoots_iff`, the condition x² = 1/10 + 9/10 is turned into (x + 1)(x − 1) = 0 in `hf` and split into x = −1 and x = 1, and the reverse inclusion is substitution. The three values are instances of `weight_outer` and `weight_zero` finished by `norm_num`, and the final inequality is the backward direction of `bare_root_weaker_iff`.

In electronic-structure calculations of the GW type the quasiparticle equation can have several solutions, and a root search started from the mean-field energy, when it converges, returns one of them; this one-level model with two symmetric real poles shows that closeness to the starting energy does not imply the largest weight, since here the starting energy is itself a root and carries only a tenth of the weight. The theorems concern a scalar self-energy on the real axis, with no broadening, no static shift, equal residues and the bare level exactly midway between the poles. Matrix self-energies, asymmetric poles and the behaviour of any particular root-finding iteration are not treated.
